# A rank-one change of metric shifts the centre of a convex proximal step

Let $h:\mathbb R^n\to\mathbb R$ be convex, $D$ a symmetric positive definite matrix, and $u,z,p$ vectors in $\mathbb R^n$. With $t=u^T(p-z)$, the point $p$ minimises

$$h(x)+\tfrac12(x-z)^T(D+uu^T)(x-z)$$

over $x$ if and only if it minimises

$$h(x)+\tfrac12(x-w)^TD(x-w),\qquad w=z-t\,D^{-1}u .$$

More generally, $uu^T$ may carry a real factor $\sigma$, with $w=z-\sigma t\,D^{-1}u$, provided $D+\sigma uu^T$ is positive semidefinite. A negative $\sigma$ is a downdate.

## Quasi-Newton steps with a non-smooth penalty

Suppose a code minimises a smooth energy plus a convex penalty $h$, for instance an $\ell_1$ term that favours sparse coefficients. A quasi-Newton method replaces the smooth energy by a quadratic model with Hessian approximation $B$. Completing the square for invertible $B$ gives the first problem above, with $B$ as the metric and the unpenalised quasi-Newton point as $z$.

If $B$ is diagonal and $h$ is a sum of one-variable terms, the problem splits into components. A rank-one correction $uu^T$ couples them when $u$ has more than one nonzero entry. For diagonal $D$ and an $h$ that is a sum of one-variable terms, the equivalence restores the splitting: let $p(t)$ be a minimiser in the metric $D$ at the centre $z-tD^{-1}u$, and solve the scalar equation

$$r(t)=t-u^T(p(t)-z)=0 .$$

At a root, $p(t)$ is the minimiser of the penalised model with $B=D+uu^T$. In electronic-structure optimisation this applies to finite real parameter vectors with a convex, everywhere finite penalty.

The residual satisfies $r(t_2)-r(t_1)\ge t_2-t_1$ for $t_1<t_2$. There is therefore at most one root $t_*$, and if it exists, $|t-t_*|\le|r(t)|$, which gives a stopping criterion when $p(t)$ is an exact minimiser.

## From minimality to equal forces

Let $A$ be symmetric positive semidefinite, and put $d=x-p$. For real $s$,

$$(p-z+sd)^TA(p-z+sd)=(p-z)^TA(p-z)+2s\,L+s^2R,$$

where $L=d^TA(p-z)$ and $R=d^TAd\ge0$.

**Minimality as an inequality.** For convex $h$, the point $p$ is a minimiser in the metric $A$ exactly when $h(p)\le h(x)+L$ for every $x$.

Suppose $p$ is a minimiser but the inequality fails at some $x$, so that $e=h(p)-h(x)-L>0$. Take $s=e/(R+e)$, which lies in $(0,1]$. Minimality at $p+sd$ and convexity give

$$h(p)\le(1-s)h(p)+s\,h(x)+sL+\tfrac12s^2R,$$

that is, $0\le s(\tfrac12sR-e)$, so $e\le\tfrac12 sR$. But $sR=e-se<e$, a contradiction.

Conversely, if the inequality holds, setting $s=1$ in the expansion shows that the objective at $x$ exceeds that at $p$ by $h(x)-h(p)+L+\tfrac12R\ge0$.

**Equal forces.** The metric enters the inequality only through the vector $A(p-z)$. For the two problems,

$$(D+\sigma uu^T)(p-z)=D(p-z)+\sigma t\,u=D(p-z+\sigma tD^{-1}u)=D(p-w).$$

The two inequalities are the same, which proves the equivalence.

**Growth of the residual.** Let $\Phi(x)=h(x)+\tfrac12(x-z)^TD(x-z)$. Expanding about $z$, the objective at the centre $z-tD^{-1}u$ is

$$\Phi(x)+t\,u^T(x-z)+\tfrac12t^2u^TD^{-1}u .$$

Let $p_i$ be a minimiser for $t_i$, and $q_i=u^T(p_i-z)$. Comparing each minimiser with the other gives

$$\Phi(p_1)+t_1q_1\le\Phi(p_2)+t_1q_2,\qquad \Phi(p_2)+t_2q_2\le\Phi(p_1)+t_2q_1 .$$

Their sum is $(t_2-t_1)(q_1-q_2)\ge0$. Hence $q_2\le q_1$ when $t_1<t_2$, and the bound on $r$ follows. Convexity is not used here.

## One variable with an absolute-value penalty

Take $n=1$, $D=\delta>0$ and $h(x)=\lambda|x|$ with $\lambda\ge0$. If $z>\lambda/(\delta+u^2)$, the minimiser in the updated metric is $p=z-\lambda/(\delta+u^2)$. The shifted centre is then

$$w=z+\frac{u^2\lambda}{\delta(\delta+u^2)},$$

and soft thresholding in the old metric returns $w-\lambda/\delta=z-\lambda/(\delta+u^2)$, the same point.

## The Lean source

```lean
import Mathlib

open Matrix

namespace RankOneProximalStep

noncomputable section

variable {ι : Type*} [Fintype ι]

/-- The proximal objective `h(x) + (x - z)ᵀ A (x - z) / 2` with metric `A` and centre `z`. -/
def proxObjective (h : (ι → ℝ) → ℝ) (A : Matrix ι ι ℝ) (z x : ι → ℝ) : ℝ :=
  h x + ((x - z) ⬝ᵥ (A *ᵥ (x - z))) / 2

/-- The point `p` is a global minimiser of the proximal objective with metric `A` and
centre `z`. -/
def IsProxPoint (h : (ι → ℝ) → ℝ) (A : Matrix ι ι ℝ) (z p : ι → ℝ) : Prop :=
  ∀ x, proxObjective h A z p ≤ proxObjective h A z x

/-- The centre `z - c D⁻¹ u`, for an invertible metric `D`. -/
def shiftedCentre [DecidableEq ι] (D : Matrix ι ι ℝ) (u z : ι → ℝ) (c : ℝ) : ι → ℝ :=
  z - c • (D⁻¹ *ᵥ u)

/-- A symmetric real metric gives a symmetric bilinear form. -/
theorem metric_symm {A : Matrix ι ι ℝ} (hA : A.IsHermitian) (a d : ι → ℝ) :
    a ⬝ᵥ (A *ᵥ d) = d ⬝ᵥ (A *ᵥ a) := by
  have hT : Aᵀ = A := by
    have h := hA.eq
    rwa [Matrix.conjTranspose_eq_transpose_of_trivial] at h
  rw [Matrix.dotProduct_mulVec, ← Matrix.mulVec_transpose, hT, dotProduct_comm]

/-- Expansion of the quadratic form of a symmetric metric along the line `a + s d`. -/
theorem quadratic_along_line {A : Matrix ι ι ℝ} (hA : A.IsHermitian) (a d : ι → ℝ) (s : ℝ) :
    (a + s • d) ⬝ᵥ (A *ᵥ (a + s • d)) =
      a ⬝ᵥ (A *ᵥ a) + 2 * s * (d ⬝ᵥ (A *ᵥ a)) + s ^ 2 * (d ⬝ᵥ (A *ᵥ d)) := by
  have key := metric_symm hA a d
  simp only [Matrix.mulVec_add, Matrix.mulVec_smul, dotProduct_add, add_dotProduct,
    smul_dotProduct, dotProduct_smul, smul_eq_mul]
  linear_combination s * key

/-- For convex `h` and a positive semidefinite metric `A`, the point `p` is a proximal point
exactly when `h(p) ≤ h(x) + (x - p)ᵀ A (p - z)` for every `x`. -/
theorem isProxPoint_iff_variational {h : (ι → ℝ) → ℝ} (hh : ConvexOn ℝ Set.univ h)
    {A : Matrix ι ι ℝ} (hA : A.PosSemidef) (z p : ι → ℝ) :
    IsProxPoint h A z p ↔ ∀ x, h p ≤ h x + (x - p) ⬝ᵥ (A *ᵥ (p - z)) := by
  have hR : ∀ d : ι → ℝ, 0 ≤ d ⬝ᵥ (A *ᵥ d) := fun d => by
    simpa only [star_trivial] using hA.dotProduct_mulVec_nonneg d
  constructor
  · intro hp x
    by_contra hneg
    have hRx := hR (x - p)
    set L := (x - p) ⬝ᵥ (A *ᵥ (p - z)) with hL
    set R := (x - p) ⬝ᵥ (A *ᵥ (x - p)) with hRdef
    obtain ⟨e, he⟩ : ∃ e, e = h p - h x - L := ⟨_, rfl⟩
    have he0 : 0 < e := by linarith [not_le.mp hneg]
    have hden : 0 < R + e := by linarith
    -- a step towards `x`, short enough that the quadratic term cannot compensate
    obtain ⟨s, hs⟩ : ∃ s, s = e / (R + e) := ⟨_, rfl⟩
    have hs0 : 0 < s := by rw [hs]; exact div_pos he0 hden
    have hs1 : s ≤ 1 := by rw [hs, div_le_one hden]; linarith
    have hse : s * (R + e) = e := by rw [hs]; exact div_mul_cancel₀ e hden.ne'
    have hconv := hh.2 (Set.mem_univ p) (Set.mem_univ x) (sub_nonneg.mpr hs1) hs0.le
      (by ring)
    simp only [smul_eq_mul] at hconv
    have hmin := hp ((1 - s) • p + s • x)
    have hpt : (1 - s) • p + s • x - z = (p - z) + s • (x - p) := by module
    unfold proxObjective at hmin
    rw [hpt, quadratic_along_line hA.isHermitian, ← hL, ← hRdef] at hmin
    have h1 : 0 ≤ s * (s * R / 2 - e) := by
      rw [he]
      linarith
    have h2 : 0 ≤ s * R / 2 - e := nonneg_of_mul_nonneg_right h1 hs0
    have h3 : 0 < s * e := mul_pos hs0 he0
    linarith
  · intro hv x
    have hpt : x - z = (p - z) + (1 : ℝ) • (x - p) := by module
    unfold proxObjective
    rw [hpt, quadratic_along_line hA.isHermitian]
    linarith [hv x, hR (x - p)]

variable [DecidableEq ι]

/-- An invertible metric undoes its inverse on a vector. -/
theorem metric_mul_inverse {D : Matrix ι ι ℝ} (hD : IsUnit D.det) (u : ι → ℝ) :
    D *ᵥ (D⁻¹ *ᵥ u) = u := by
  rw [Matrix.mulVec_mulVec, Matrix.mul_nonsing_inv _ hD, Matrix.one_mulVec]

/-- For invertible `D`, `(D + σ u uᵀ)(p - z) = D(p - w)`, where `w = z - σ t D⁻¹ u` and
`t = uᵀ(p - z)`. If `D` is symmetric, the two sides are the gradients at `p` of the quadratic terms
with these metrics and the fixed centres `z` and `w`. -/
theorem gradients_agree {D : Matrix ι ι ℝ} (hD : IsUnit D.det) (σ : ℝ) (u z p : ι → ℝ) :
    (D + σ • vecMulVec u u) *ᵥ (p - z) =
      D *ᵥ (p - shiftedCentre D u z (σ * (u ⬝ᵥ (p - z)))) := by
  have hr : (σ • vecMulVec u u) *ᵥ (p - z) = (σ * (u ⬝ᵥ (p - z))) • u := by
    ext i
    simp only [Matrix.mulVec, dotProduct, Matrix.smul_apply, Matrix.vecMulVec_apply,
      Pi.smul_apply, smul_eq_mul, Finset.mul_sum, Finset.sum_mul]
    exact Finset.sum_congr rfl fun j _ => by ring
  have hc : p - shiftedCentre D u z (σ * (u ⬝ᵥ (p - z))) =
      (p - z) + (σ * (u ⬝ᵥ (p - z))) • (D⁻¹ *ᵥ u) := by
    unfold shiftedCentre
    abel
  rw [hc, Matrix.add_mulVec, hr, Matrix.mulVec_add, Matrix.mulVec_smul,
    metric_mul_inverse hD]

/-- Let `h` be convex, `D` positive definite and `D + σ u uᵀ` positive semidefinite. Then `p` is
a proximal point at `z` in the metric `D + σ u uᵀ` if and only if it is one in the metric `D`
at the centre `z - σ t D⁻¹ u`, where `t = uᵀ(p - z)`. -/
theorem prox_rank_one_iff {h : (ι → ℝ) → ℝ} (hh : ConvexOn ℝ Set.univ h)
    {D : Matrix ι ι ℝ} (hD : D.PosDef) {σ : ℝ} {u : ι → ℝ}
    (hB : (D + σ • vecMulVec u u).PosSemidef) (z p : ι → ℝ) :
    IsProxPoint h (D + σ • vecMulVec u u) z p ↔
      IsProxPoint h D (shiftedCentre D u z (σ * (u ⬝ᵥ (p - z)))) p := by
  rw [isProxPoint_iff_variational hh hB, isProxPoint_iff_variational hh hD.posSemidef,
    gradients_agree hD.det_pos.ne'.isUnit]

/-- For convex `h` and positive definite `D`, the point `p` is a proximal point at `z` in the
metric `D + u uᵀ` if and only if it is one in the metric `D` at the centre `z - t D⁻¹ u`,
where `t = uᵀ(p - z)`. -/
theorem prox_rank_one_update_iff {h : (ι → ℝ) → ℝ} (hh : ConvexOn ℝ Set.univ h)
    {D : Matrix ι ι ℝ} (hD : D.PosDef) (u z p : ι → ℝ) :
    IsProxPoint h (D + vecMulVec u u) z p ↔
      IsProxPoint h D (shiftedCentre D u z (u ⬝ᵥ (p - z))) p := by
  have hu : (vecMulVec u u).PosSemidef := by
    simpa only [star_trivial] using Matrix.posSemidef_vecMulVec_self_star u
  have hB : (D + (1 : ℝ) • vecMulVec u u).PosSemidef := by
    rw [one_smul]
    exact hD.posSemidef.add hu
  simpa only [one_smul, one_mul] using prox_rank_one_iff hh hD hB z p

/-- For positive definite `D`, moving the centre from `z` to `z - t D⁻¹ u` adds to the proximal
objective the linear term `t uᵀ(x - z)` and the constant `t² uᵀ D⁻¹ u / 2`. -/
theorem shifted_objective (h : (ι → ℝ) → ℝ) {D : Matrix ι ι ℝ} (hD : D.PosDef)
    (u z x : ι → ℝ) (t : ℝ) :
    proxObjective h D (shiftedCentre D u z t) x =
      proxObjective h D z x + t * (u ⬝ᵥ (x - z)) + t ^ 2 * (u ⬝ᵥ (D⁻¹ *ᵥ u)) / 2 := by
  have hc : x - shiftedCentre D u z t = (x - z) + t • (D⁻¹ *ᵥ u) := by
    unfold shiftedCentre
    abel
  unfold proxObjective
  rw [hc, quadratic_along_line hD.isHermitian, metric_symm hD.isHermitian (D⁻¹ *ᵥ u) (x - z),
    metric_mul_inverse hD.det_pos.ne'.isUnit, dotProduct_comm (x - z) u,
    dotProduct_comm (D⁻¹ *ᵥ u) u]
  ring

/-- Let `D` be positive definite and let `p₁`, `p₂` be proximal points in the metric `D` at the
centres `z - t₁ D⁻¹ u` and `z - t₂ D⁻¹ u` with `t₁ < t₂`. Then the residual `t - uᵀ(p - z)`
increases from the first to the second by at least `t₂ - t₁`. -/
theorem residual_increases {h : (ι → ℝ) → ℝ} {D : Matrix ι ι ℝ} (hD : D.PosDef)
    {u z p₁ p₂ : ι → ℝ} {t₁ t₂ : ℝ} (ht : t₁ < t₂)
    (h₁ : IsProxPoint h D (shiftedCentre D u z t₁) p₁)
    (h₂ : IsProxPoint h D (shiftedCentre D u z t₂) p₂) :
    t₂ - t₁ ≤ (t₂ - u ⬝ᵥ (p₂ - z)) - (t₁ - u ⬝ᵥ (p₁ - z)) := by
  have a := h₁ p₂
  have b := h₂ p₁
  rw [shifted_objective h hD, shifted_objective h hD] at a b
  -- adding the two minimality conditions eliminates `h`
  have hprod : 0 ≤ (t₂ - t₁) * (u ⬝ᵥ (p₁ - z) - u ⬝ᵥ (p₂ - z)) := by linarith
  have := nonneg_of_mul_nonneg_right hprod (sub_pos.mpr ht)
  linarith

/-- In one dimension with `h(x) = -x²`, `D = 1`, `u = 1` and `z = p = 0`, the point `p` is a
proximal point in the metric `D + u uᵀ` but not in the metric `D` at the shifted centre. -/
theorem convexity_needed :
    IsProxPoint (fun x : Fin 1 → ℝ => -(x 0) ^ 2) (1 + vecMulVec 1 1) 0 0 ∧
      ¬ IsProxPoint (fun x : Fin 1 → ℝ => -(x 0) ^ 2) 1
        (shiftedCentre 1 1 0 ((1 : Fin 1 → ℝ) ⬝ᵥ (0 - 0))) 0 := by
  constructor
  · intro x
    simp [proxObjective, Matrix.mulVec, dotProduct]
    nlinarith [sq_nonneg (x 0)]
  · intro H
    have h1 := H 1
    norm_num [proxObjective, shiftedCentre, dotProduct] at h1

end

end RankOneProximalStep
```

```lean
#print axioms RankOneProximalStep.prox_rank_one_update_iff
#print axioms RankOneProximalStep.residual_increases
#print axioms RankOneProximalStep.convexity_needed
```

```
'RankOneProximalStep.prox_rank_one_update_iff' depends on axioms: [propext, Classical.choice, Quot.sound]
'RankOneProximalStep.residual_increases' depends on axioms: [propext, Classical.choice, Quot.sound]
'RankOneProximalStep.convexity_needed' depends on axioms: [propext, Classical.choice, Quot.sound]
```

## Reading the theorems and their limits

Vectors are functions `ι → ℝ` on a finite index type, `⬝ᵥ` is the dot product, `*ᵥ` applies a matrix to a vector, and `vecMulVec u u` is $uu^T$. `ConvexOn ℝ Set.univ h` says that $h$ is convex on the whole space. `PosDef` and `PosSemidef` include symmetry. The letter $D$ is a metric, not a density matrix, and need not be diagonal.

`proxObjective` fixes the factor $\tfrac12$ and has no separate step length, which must be absorbed into the metric. `IsProxPoint` is a relation: it says that a given $p$ is a global minimiser. The theorems prove neither that a minimiser exists nor that it is unique. The last argument of `shiftedCentre` is the whole coefficient of $D^{-1}u$, so it contains $\sigma$.

`prox_rank_one_update_iff` is the opening statement, and `prox_rank_one_iff` is the version with $\sigma$. The first follows from the second because $D+uu^T$ is automatically positive semidefinite.

The supporting lemmas follow the derivation:

- `metric_symm` and `quadratic_along_line` give the expansion along a line.
- `isProxPoint_iff_variational` contains the short-step argument. Its `hconv` is the convexity inequality, `hmin` is minimality at the intermediate point, and `linarith` closes the contradiction.
- `metric_mul_inverse` and `gradients_agree` give the equality of forces. The gradients in the latter name are those of the quadratic terms for symmetric $D$, so $h$ needs no derivative.
- `shifted_objective` and `residual_increases` give the tilted objective and the residual bound. In the latter, `a` and `b` are the two comparisons of minimisers.

The device that joins these parts is a single `rw` in `prox_rank_one_iff`. It turns both sides into statements of the form "for all `x`", then rewrites with `gradients_agree` inside the quantifier. Ordinarily `rw` cannot rewrite a term that contains a bound variable. Here the force vector depends on `p` and `z` but not on `x`, so the rewrite succeeds. Both sides are then identical, and `rw` closes the goal by reflexivity.

Four limits matter in a code:

- **Finite penalties.** Since $h$ takes real values everywhere, a hard constraint written as an infinite penalty is excluded.
- **Convexity.** `convexity_needed` takes $h(x)=-x^2$, $D=u=1$ and $z=p=0$. The updated objective is identically zero, so $p$ minimises it; the other is $-x^2/2$, which $p$ does not minimise. Smoothness of $h$ is thus no substitute for convexity in the equivalence.
- **Downdates.** The residual bound belongs to the equation with $\sigma=1$. For $h=0$ and general $\sigma$, the residual is $t(1+\sigma u^TD^{-1}u)$, whose slope is below one when $\sigma<0$ and $u\ne0$.
- **The quadratic model.** The theorems concern the model problem. Whether its minimiser lowers the sum of the true energy and the penalty depends on how well the model fits, and is left to a line search or a trust region.
